# A sign condition under which the Epstein-Nesbet lowering is at most the coupled second-order lowering

The second-order lowering of a reference energy by states outside the reference space can be estimated by ignoring the couplings among those external states. To compare this Epstein-Nesbet estimate with the lowering that keeps the couplings, the external space is represented here by a finite real matrix A and a vector v. In an orthonormal basis of external states,

A_ij = ⟨i|H|j⟩ − E₀ δ_ij,  v_k = ⟨k|H|Ψ₀⟩,

where H is the Hamiltonian, Ψ₀ the reference state and E₀ its energy. A is assumed positive definite, which means that E₀ lies below every eigenvalue of the external block of H, the matrix with entries ⟨i|H|j⟩. If the off-diagonal entries of A are nonpositive and v is nonnegative, the estimate never exceeds the coupled lowering.

The theorems take any A and v with the stated properties. That a particular molecular Hamiltonian yields such a pair has to be checked separately.

```lean
import Mathlib

open Matrix

namespace EpsteinNesbetSign

variable {n : Type*} [Fintype n] [DecidableEq n]
```

The type `n` labels the external states, and `Fintype n` makes their number finite.

## The two lowerings

```lean
/-- Coupled second-order energy lowering `⟨v, A⁻¹ v⟩`, where `A` is the external-space Hamiltonian
minus the reference energy and `v` the coupling to the reference; for invertible `A`. -/
noncomputable def coupledLowering (A : Matrix n n ℝ) (v : n → ℝ) : ℝ :=
  v ⬝ᵥ (A⁻¹ *ᵥ v)
```

Here `*ᵥ` is matrix times vector and `⬝ᵥ` is the dot product, so this is ⟨v, A⁻¹v⟩. For positive definite A both lowerings are nonnegative; the usual second-order energies are their negatives.

```lean
/-- Epstein-Nesbet second-order energy lowering `∑ v_k² / A_kk`, which keeps only the diagonal
of `A`; for `A` with nonzero diagonal entries. -/
noncomputable def enLowering (A : Matrix n n ℝ) (v : n → ℝ) : ℝ :=
  ∑ k, v k ^ 2 / A k k
```

This is Σ_k v_k²/A_kk, the same expression with A replaced by its diagonal.

## Equations for the amplitudes

```lean
/-- For positive definite `A` the coupled amplitudes `A⁻¹ v` solve the linear equations
`A x = v`. -/
theorem amplitude_solves {A : Matrix n n ℝ} (hA : A.PosDef) (v : n → ℝ) :
    A *ᵥ (A⁻¹ *ᵥ v) = v := by
  rw [Matrix.mulVec_mulVec, Matrix.mul_nonsing_inv A hA.det_pos.ne'.isUnit, Matrix.one_mulVec]
```

The hypothesis `hA : A.PosDef` says that A is symmetric and positive definite. Its determinant is then positive, so A is invertible, and x = A⁻¹v solves Ax = v. The entries of x are the coupled amplitudes, up to the usual overall minus sign.

```lean
/-- For positive definite `A`, each coupled amplitude times its diagonal entry of `A` equals its own
coupling to the reference minus the sum of the other amplitudes, each weighted by the off-diagonal
entry of `A` that couples the two states. -/
theorem amplitude_row {A : Matrix n n ℝ} (hA : A.PosDef) (v : n → ℝ) (k : n) :
    A k k * (A⁻¹ *ᵥ v) k =
      v k + ∑ j ∈ Finset.univ.erase k, -A k j * (A⁻¹ *ᵥ v) j := by
  have hs : ∑ j, A k j * (A⁻¹ *ᵥ v) j = v k := congrFun (amplitude_solves hA v) k
  have e : A k k * (A⁻¹ *ᵥ v) k + ∑ j ∈ Finset.univ.erase k, A k j * (A⁻¹ *ᵥ v) j
      = ∑ j, A k j * (A⁻¹ *ᵥ v) j :=
    Finset.add_sum_erase Finset.univ (fun j => A k j * (A⁻¹ *ᵥ v) j) (Finset.mem_univ k)
  simp only [neg_mul, Finset.sum_neg_distrib]
  linarith
```

`Finset.univ.erase k` is the set of all labels except k. Row k of Ax = v reads Σ_j A_kj x_j = v_k. Separating the term j = k gives

A_kk x_k = v_k + Σ_{j≠k} (−A_kj) x_j.

In Lean, `Finset.add_sum_erase` separates the term and `linarith` rearranges the equation.

```lean
/-- If `A` is positive definite with nonpositive off-diagonal entries and `v` is nonnegative,
every coupled amplitude is at least the Epstein-Nesbet amplitude `v_k / A_kk`. -/
theorem en_amplitude_le {A : Matrix n n ℝ} (hA : A.PosDef)
    (hoff : ∀ i j, i ≠ j → A i j ≤ 0) {v : n → ℝ} (hv : ∀ k, 0 ≤ v k) (k : n) :
    v k / A k k ≤ (A⁻¹ *ᵥ v) k := by
  have hrow := amplitude_row hA v k
  have hsol := amplitude_solves hA v
  generalize A⁻¹ *ᵥ v = x at hrow hsol ⊢
  -- the negative part of the amplitudes serves as test vector
  obtain ⟨w, hw⟩ : ∃ w : n → ℝ, ∀ i, w i = min (x i) 0 := ⟨fun i => min (x i) 0, fun _ => rfl⟩
  have hw0 : ∀ i, w i ≤ 0 := fun i => by rw [hw]; exact min_le_right _ _
  have hwx : ∀ i, w i ≤ x i := fun i => by rw [hw]; exact min_le_left _ _
  have hww : ∀ i, w i * w i = w i * x i := fun i => by
    rcases le_total (x i) 0 with h | h
    · rw [hw, min_eq_left h]
    · rw [hw, min_eq_right h]; ring
  have hq : ∀ i, w i * (A *ᵥ w) i ≤ 0 := by
    intro i
    have h2 : w i * (A *ᵥ w) i ≤ w i * (A *ᵥ x) i := by
      simp only [Matrix.mulVec, dotProduct, Finset.mul_sum]
      refine Finset.sum_le_sum fun j _ => ?_
      by_cases hij : i = j
      · subst hij
        exact le_of_eq (by linear_combination A i i * hww i)
      · have p := mul_nonneg (mul_nonneg (neg_nonneg.2 (hw0 i)) (neg_nonneg.2 (hoff i j hij)))
          (sub_nonneg.2 (hwx j))
        linarith
    rw [hsol] at h2
    exact h2.trans (mul_nonpos_of_nonpos_of_nonneg (hw0 i) (hv i))
  -- positive definiteness makes the negative part vanish
  have hwz : w = 0 := by
    by_contra hne
    have hp := hA.dotProduct_mulVec_pos hne
    rw [star_trivial] at hp
    exact absurd hp (not_lt_of_ge (Finset.sum_nonpos fun i _ => hq i))
  have hx : ∀ i, 0 ≤ x i := fun i => by
    have h := hwx i
    rw [hwz] at h
    exact h
  have hS : 0 ≤ ∑ j ∈ Finset.univ.erase k, -A k j * x j :=
    Finset.sum_nonneg fun j hj =>
      mul_nonneg (neg_nonneg.2 (hoff k j (Finset.ne_of_mem_erase hj).symm)) (hx j)
  rw [div_le_iff₀ hA.diag_pos]
  linarith
```

The hypothesis `hoff` says that A_ij ≤ 0 whenever i ≠ j, and `hv` says that every v_k ≥ 0. The conclusion is x_k ≥ v_k/A_kk.

By the row equation, it is enough to show that no amplitude is negative. Let w_i = min(x_i, 0). Then w_i ≤ 0, w_i ≤ x_i and w_i² = w_i x_i. Compare w_i(Aw)_i with w_i(Ax)_i term by term:

- For j = i the terms are equal, since A_ii w_i² = A_ii w_i x_i.
- For j ≠ i, w_i A_ij ≥ 0 and w_j ≤ x_j, so w_i A_ij w_j ≤ w_i A_ij x_j.

Hence

w_i(Aw)_i ≤ w_i(Ax)_i = w_i v_i ≤ 0.

Summing over i gives ⟨w, Aw⟩ ≤ 0, and positive definiteness forces w = 0. So x ≥ 0, the sum in the row equation is nonnegative, and A_kk x_k ≥ v_k. Dividing by A_kk > 0 finishes the argument. In the code, `hq` is the displayed inequality and `hwz` is w = 0.

## The difference of the lowerings

```lean
/-- For positive definite `A`, the coupled lowering differs from the Epstein-Nesbet lowering by
a sum over couplings between distinct external states. -/
theorem lowering_gap {A : Matrix n n ℝ} (hA : A.PosDef) (v : n → ℝ) :
    coupledLowering A v - enLowering A v =
      ∑ k, v k / A k k * ∑ j ∈ Finset.univ.erase k, -A k j * (A⁻¹ *ᵥ v) j := by
  rw [coupledLowering, enLowering, dotProduct, ← Finset.sum_sub_distrib]
  refine Finset.sum_congr rfl fun k _ => ?_
  have hd : A k k ≠ 0 := hA.diag_pos.ne'
  have hrow := amplitude_row hA v k
  generalize ∑ j ∈ Finset.univ.erase k, -A k j * (A⁻¹ *ᵥ v) j = S at hrow ⊢
  have e : (A⁻¹ *ᵥ v) k = (v k + S) / A k k := by
    rw [eq_div_iff hd, mul_comm]
    exact hrow
  rw [e]
  ring
```

Write S_k for the sum in the row equation, so that x_k = (v_k + S_k)/A_kk. Then

v_k x_k − v_k²/A_kk = (v_k/A_kk) S_k,

and summing over k gives the formula. It holds for every positive definite A, without any sign condition.

```lean
/-- If `A` is positive definite with nonpositive off-diagonal entries and `v` is nonnegative,
the Epstein-Nesbet lowering plus its third-order term does not exceed the coupled lowering. -/
theorem en_third_order_le_coupled {A : Matrix n n ℝ} (hA : A.PosDef)
    (hoff : ∀ i j, i ≠ j → A i j ≤ 0) {v : n → ℝ} (hv : ∀ k, 0 ≤ v k) :
    enLowering A v + ∑ k, v k / A k k * ∑ j ∈ Finset.univ.erase k, -A k j * (v j / A j j)
      ≤ coupledLowering A v := by
  have h : ∑ k, v k / A k k * ∑ j ∈ Finset.univ.erase k, -A k j * (v j / A j j) ≤
      ∑ k, v k / A k k * ∑ j ∈ Finset.univ.erase k, -A k j * (A⁻¹ *ᵥ v) j :=
    Finset.sum_le_sum fun k _ => mul_le_mul_of_nonneg_left
      (Finset.sum_le_sum fun j hj => mul_le_mul_of_nonneg_left (en_amplitude_le hA hoff hv j)
        (neg_nonneg.2 (hoff k j (Finset.ne_of_mem_erase hj).symm)))
      (div_nonneg (hv k) hA.diag_pos.le)
  linarith [lowering_gap hA v]
```

The added term is the third-order Epstein-Nesbet contribution, again written as a lowering:

Σ_k (v_k/A_kk) Σ_{j≠k} (−A_kj)(v_j/A_jj).

It is the gap formula with each x_j replaced by its lower bound v_j/A_jj. All prefactors are nonnegative, so the replacement cannot increase the sum. The lowering through third order is therefore still at most the coupled one.

## Freedom in the signs of the basis states

```lean
/-- If `A` is positive definite and some choice of signs `s` of the external basis states makes
its off-diagonal entries nonpositive and the couplings `v` nonnegative, the Epstein-Nesbet
lowering never exceeds the coupled lowering. -/
theorem en_le_coupled {A : Matrix n n ℝ} (hA : A.PosDef) {v s : n → ℝ}
    (hs : ∀ k, s k * s k = 1) (hoff : ∀ i j, i ≠ j → s i * A i j * s j ≤ 0)
    (hv : ∀ k, 0 ≤ s k * v k) : enLowering A v ≤ coupledLowering A v := by
  have hDD : diagonal s * diagonal s = 1 := by
    rw [Matrix.diagonal_mul_diagonal]
    simp [hs]
  obtain ⟨B, hB⟩ : ∃ B, B = diagonal s * A * diagonal s := ⟨_, rfl⟩
  have hBe : ∀ i j, B i j = s i * A i j * s j := fun i j => by
    rw [hB, Matrix.mul_diagonal, Matrix.diagonal_mul]
  -- changing signs of basis states preserves positive definiteness
  have hBp : B.PosDef := by
    rw [Matrix.posDef_iff_dotProduct_mulVec]
    refine ⟨Matrix.IsHermitian.ext fun i j => ?_, fun x hx => ?_⟩
    · have hsym : A j i = A i j := by simpa using hA.isHermitian.apply i j
      rw [hBe, hBe, star_trivial, hsym]
      ring
    · have hne : diagonal s *ᵥ x ≠ 0 := fun h => hx (by
        calc x = (diagonal s * diagonal s) *ᵥ x := by rw [hDD, Matrix.one_mulVec]
          _ = 0 := by rw [← Matrix.mulVec_mulVec, h, Matrix.mulVec_zero])
      have hp := hA.dotProduct_mulVec_pos hne
      have hx' : x ᵥ* diagonal s = diagonal s *ᵥ x := by
        ext i
        rw [Matrix.vecMul_diagonal, Matrix.mulVec_diagonal, mul_comm]
      rw [star_trivial] at hp ⊢
      rw [hB, ← Matrix.mulVec_mulVec, ← Matrix.mulVec_mulVec, Matrix.dotProduct_mulVec, hx']
      exact hp
  have hBi : B⁻¹ = diagonal s * A⁻¹ * diagonal s := by
    apply Matrix.inv_eq_right_inv
    calc B * (diagonal s * A⁻¹ * diagonal s)
        = diagonal s * A * (diagonal s * diagonal s) * A⁻¹ * diagonal s := by
          rw [hB]; simp only [mul_assoc]
      _ = diagonal s * (A * A⁻¹) * diagonal s := by rw [hDD, mul_one, mul_assoc (diagonal s)]
      _ = 1 := by rw [Matrix.mul_nonsing_inv A hA.det_pos.ne'.isUnit, mul_one, hDD]
  -- both lowerings are unchanged by the signs
  have e1 : coupledLowering B (diagonal s *ᵥ v) = coupledLowering A v := by
    have hvv : (diagonal s *ᵥ v) ᵥ* diagonal s = v := by
      ext i
      rw [Matrix.vecMul_diagonal, Matrix.mulVec_diagonal]
      linear_combination v i * hs i
    rw [coupledLowering, coupledLowering, hBi, Matrix.mulVec_mulVec,
      mul_assoc (diagonal s * A⁻¹), hDD, mul_one, ← Matrix.mulVec_mulVec,
      Matrix.dotProduct_mulVec, hvv]
  have e2 : enLowering B (diagonal s *ᵥ v) = enLowering A v := by
    refine Finset.sum_congr rfl fun k _ => ?_
    have h1 : B k k = A k k := by rw [hBe]; linear_combination A k k * hs k
    have h2 : (s k * v k) ^ 2 = v k ^ 2 := by linear_combination v k ^ 2 * hs k
    rw [h1, Matrix.mulVec_diagonal, h2]
  have hoB : ∀ i j, i ≠ j → B i j ≤ 0 := fun i j hij => by rw [hBe]; exact hoff i j hij
  have hvB : ∀ k, 0 ≤ (diagonal s *ᵥ v) k := fun k => by
    rw [Matrix.mulVec_diagonal]; exact hv k
  rw [← e1, ← e2, ← sub_nonneg, lowering_gap hBp]
  exact Finset.sum_nonneg fun k _ => mul_nonneg (div_nonneg (hvB k) hBp.diag_pos.le)
    (Finset.sum_nonneg fun j hj => mul_nonneg
      (neg_nonneg.2 (hoB k j (Finset.ne_of_mem_erase hj).symm))
      ((div_nonneg (hvB j) hBp.diag_pos.le).trans (en_amplitude_le hBp hoB hvB j)))
```

This is the main inequality. The condition s_k² = 1 makes each s_k equal to +1 or −1, and the sign condition need only hold after basis state k is multiplied by s_k. Taking every s_k = 1 recovers the condition stated at the start.

Let D be the diagonal matrix of the signs, B = DAD and u = Dv. Since D² = 1,

⟨y, By⟩ = ⟨Dy, A(Dy)⟩ > 0 for y ≠ 0,

B⁻¹ = DA⁻¹D,  ⟨u, B⁻¹u⟩ = ⟨v, A⁻¹v⟩.

Also B_kk = A_kk and u_k² = v_k², so neither lowering changes; these are `e1` and `e2`. For B and u, every term of the gap formula is nonnegative.

In selected configuration interaction, this says that an Epstein-Nesbet correction underestimates the magnitude of the coupled second-order correction, or equals it, provided that A is positive definite and the finite external space meets the sign condition.

## When the lowerings agree

```lean
/-- If `A` is positive definite with nonpositive off-diagonal entries and `v` is nonnegative, the
two lowerings agree exactly when each external state coupled to the reference is uncoupled from
all other external states. -/
theorem en_eq_coupled_iff {A : Matrix n n ℝ} (hA : A.PosDef)
    (hoff : ∀ i j, i ≠ j → A i j ≤ 0) {v : n → ℝ} (hv : ∀ k, 0 ≤ v k) :
    enLowering A v = coupledLowering A v ↔ ∀ k j, k ≠ j → v k * A k j = 0 := by
  have hgap := lowering_gap hA v
  constructor
  · intro heq k j hkj
    by_contra hne
    have hvk : 0 < v k := lt_of_le_of_ne (hv k) fun h => hne (by rw [← h, zero_mul])
    have hAkj : A k j < 0 := lt_of_le_of_ne (hoff k j hkj) fun h => hne (by rw [h, mul_zero])
    have hsym : A j k = A k j := by simpa using hA.isHermitian.apply k j
    have h3 := en_third_order_le_coupled hA hoff hv
    have hx : ∀ i, 0 ≤ (A⁻¹ *ᵥ v) i := fun i =>
      (div_nonneg (hv i) hA.diag_pos.le).trans (en_amplitude_le hA hoff hv i)
    have hxk : 0 < (A⁻¹ *ᵥ v) k :=
      (div_pos hvk hA.diag_pos).trans_le (en_amplitude_le hA hoff hv k)
    have hT : ∀ a, ∀ b ∈ Finset.univ.erase a, 0 ≤ -A a b * (A⁻¹ *ᵥ v) b := fun a b hb =>
      mul_nonneg (neg_nonneg.2 (hoff a b (Finset.ne_of_mem_erase hb).symm)) (hx b)
    -- state `j` is populated through its coupling to `k`
    have hxj : 0 < (A⁻¹ *ᵥ v) j := by
      have h1 := Finset.single_le_sum (hT j) (Finset.mem_erase.2 ⟨hkj, Finset.mem_univ k⟩)
      have h2 : 0 < -A j k * (A⁻¹ *ᵥ v) k := mul_pos (by linarith) hxk
      have h4 : 0 < A j j * (A⁻¹ *ᵥ v) j := by linarith [amplitude_row hA v j, hv j]
      exact (mul_pos_iff_of_pos_left hA.diag_pos).1 h4
    -- and feeds back on `k`, which makes the gap strictly positive
    have h5 := Finset.single_le_sum (hT k) (Finset.mem_erase.2 ⟨hkj.symm, Finset.mem_univ j⟩)
    have h6 : 0 < -A k j * (A⁻¹ *ᵥ v) j := mul_pos (by linarith) hxj
    have h7 : 0 < ∑ a, v a / A a a * ∑ b ∈ Finset.univ.erase a, -A a b * (A⁻¹ *ᵥ v) b :=
      Finset.sum_pos' (fun a _ => mul_nonneg (div_nonneg (hv a) hA.diag_pos.le)
        (Finset.sum_nonneg (hT a)))
        ⟨k, Finset.mem_univ k, mul_pos (div_pos hvk hA.diag_pos) (h6.trans_le h5)⟩
    linarith
  · intro h
    have hz : ∑ k, v k / A k k * ∑ j ∈ Finset.univ.erase k, -A k j * (A⁻¹ *ᵥ v) j = 0 := by
      refine Finset.sum_eq_zero fun k _ => ?_
      rw [Finset.mul_sum]
      refine Finset.sum_eq_zero fun j hj => ?_
      have hkj := h k j (Finset.ne_of_mem_erase hj).symm
      linear_combination (-(A⁻¹ *ᵥ v) j / A k k) * hkj
    linarith
```

The symbol `↔` means "if and only if". The right-hand side says that v_k A_kj = 0 for all k ≠ j: a state coupled to the reference has no coupling to another external state.

If this holds, every term of the gap contains a zero factor. If it fails, some pair has v_k > 0 and A_kj < 0. Then x_k ≥ v_k/A_kk > 0, and row j gives A_jj x_j ≥ −A_jk x_k > 0, so x_j > 0. The gap now contains the positive term (v_k/A_kk)(−A_kj)x_j and no negative ones, so the lowerings differ.

## Two states with a positive coupling

```lean
/-- Two external states of equal gap `d`, each with coupling 1 to the reference and coupled to each
other by `t` with `0 < t < d`, form a positive definite model in which the Epstein-Nesbet lowering
strictly exceeds the coupled one. -/
theorem coupled_lt_en_of_pos_coupling {d t : ℝ} (ht : 0 < t) (htd : t < d) :
    (!![d, t; t, d] : Matrix (Fin 2) (Fin 2) ℝ).PosDef ∧
      coupledLowering !![d, t; t, d] ![1, 1] < enLowering !![d, t; t, d] ![1, 1] := by
  have hpd : (!![d, t; t, d] : Matrix (Fin 2) (Fin 2) ℝ).PosDef := by
    rw [Matrix.posDef_iff_dotProduct_mulVec]
    refine ⟨Matrix.IsHermitian.ext fun i j => by fin_cases i <;> fin_cases j <;> simp,
      fun x hx => ?_⟩
    have hp : 0 < x 0 ^ 2 + x 1 ^ 2 := by
      by_contra h
      have h0 : x 0 ^ 2 = 0 := by linarith [sq_nonneg (x 0), sq_nonneg (x 1)]
      have h1 : x 1 ^ 2 = 0 := by linarith [sq_nonneg (x 0), sq_nonneg (x 1)]
      apply hx
      ext i
      fin_cases i
      · exact pow_eq_zero_iff two_ne_zero |>.1 h0
      · exact pow_eq_zero_iff two_ne_zero |>.1 h1
    have e : star x ⬝ᵥ (!![d, t; t, d] *ᵥ x) =
        (d - t) * (x 0 ^ 2 + x 1 ^ 2) + t * (x 0 + x 1) ^ 2 := by
      simp [Matrix.mulVec, dotProduct, Fin.sum_univ_two]
      ring
    rw [e]
    exact add_pos_of_pos_of_nonneg (mul_pos (sub_pos.2 htd) hp)
      (mul_nonneg ht.le (sq_nonneg _))
  refine ⟨hpd, ?_⟩
  have hd : 0 < d := ht.trans htd
  have hr : d * (d + t)⁻¹ + t * (d + t)⁻¹ = 1 := by
    rw [← add_mul]
    exact mul_inv_cancel₀ (by linarith)
  -- both coupled amplitudes equal `1 / (d + t)`
  have hy : !![d, t; t, d] *ᵥ (fun _ : Fin 2 => (d + t)⁻¹) = ![1, 1] := by
    ext i
    fin_cases i <;> simp [Matrix.mulVec, dotProduct, Fin.sum_univ_two] <;> linarith
  have hinv : (!![d, t; t, d])⁻¹ *ᵥ ![1, 1] = fun _ : Fin 2 => (d + t)⁻¹ := by
    rw [← hy, Matrix.mulVec_mulVec, Matrix.nonsing_inv_mul _ hpd.det_pos.ne'.isUnit,
      Matrix.one_mulVec]
  have hc : coupledLowering !![d, t; t, d] ![1, 1] = 2 / (d + t) := by
    rw [coupledLowering, hinv]
    simp [dotProduct, Fin.sum_univ_two]
    ring
  have he : enLowering !![d, t; t, d] ![1, 1] = 2 / d := by
    simp [enLowering, Fin.sum_univ_two]
    ring
  rw [hc, he]
  exact div_lt_div_of_pos_left two_pos hd (by linarith)

end EpsteinNesbetSign
```

The notation `!![d, t; t, d]` is a 2×2 matrix given by rows, with labels 0 and 1. For 0 < t < d it is positive definite, because its quadratic form is

(d − t)(x_0² + x_1²) + t(x_0 + x_1)².

With v = (1, 1), both amplitudes are 1/(d + t), and

coupled lowering = 2/(d + t) < 2/d = Epstein-Nesbet lowering.

For d = 2 and t = 1 the values are 2/3 and 1. Positive definiteness and nonnegative v are thus not enough for the inequality. Flipping the sign of one state makes the off-diagonal entry negative, but it also makes one coupling to the reference negative; a single choice of signs has to serve both A and v.

```lean
#print axioms EpsteinNesbetSign.en_third_order_le_coupled
#print axioms EpsteinNesbetSign.en_le_coupled
#print axioms EpsteinNesbetSign.en_eq_coupled_iff
#print axioms EpsteinNesbetSign.coupled_lt_en_of_pos_coupling
```

```
'EpsteinNesbetSign.en_third_order_le_coupled' depends on axioms: [propext, Classical.choice, Quot.sound]
'EpsteinNesbetSign.en_le_coupled' depends on axioms: [propext, Classical.choice, Quot.sound]
'EpsteinNesbetSign.en_eq_coupled_iff' depends on axioms: [propext, Classical.choice, Quot.sound]
'EpsteinNesbetSign.coupled_lt_en_of_pos_coupling' depends on axioms: [propext, Classical.choice, Quot.sound]
```
